# With two scattering rates, the sweep count grows as $(N/R)\log(1/\delta)$ for weak resistive scattering

An iterative solution of the linearized Boltzmann equation for phonons can be stopped after a set number of sweeps or once successive iterates barely change. Both choices can become delicate when normal scattering, which conserves crystal momentum, is much faster than resistive scattering, which destroys it. The estimate below applies to a model in which a single pair of rates acts on the whole distribution.

Let $x$ be the deviation of the phonon distribution from equilibrium, called the distribution for short below, so that $x=0$ is equilibrium. Let $b\neq0$ be the driving term, which a temperature gradient supplies, $N>0$ the normal rate and $R>0$ the resistive rate. The model assumes that normal scattering returns to the distribution $x$ exactly what it removes, as real normal scattering does for a drifting phonon distribution but not for a general one. The steady state then obeys $(N+R)x=b+Nx$. Starting from $x_0=0$, iterate

$$x_{n+1}=\frac{b+Nx_n}{N+R}.$$

For a fixed tolerance $0<\delta<1$, let $n(R)$ be the least $n$ at which the error is at most $\delta$ times the size of the solution. The claim is that $R\,n(R)/N\to\log(1/\delta)$ as $R\to0^+$ at fixed $N$.

## From the error factor to the limit

The steady state is $x_*=b/R$. Substituting $b=Rx_*$ into one sweep gives

$$x_*-x_{n+1}=\frac{(N+R)x_*-Rx_*-Nx_n}{N+R}=\frac{N}{N+R}(x_*-x_n).$$

Since $x_0=0$, it follows that $x_*-x_n=\left(\frac{N}{N+R}\right)^n x_*$. Write $t=R/N$ and $L=\log(1/\delta)>0$. Because $x_*\neq0$, its norm cancels, and the tolerance is met exactly when $(1+t)^{-n}\le\delta$, that is, when

$$L\le n\log(1+t).$$

As $\log(1+t)>0$, some $n$ satisfies this. Let $n$ now be the least one. From $\log(1+t)\le t$ we get $L\le nt$.

For the upper bound, $n\ge1$ because $L>0$, and step $n-1$ still misses the tolerance: $(n-1)\log(1+t)<L$. Putting $y=1/(1+t)$ in $\log y\le y-1$ gives $t\le(1+t)\log(1+t)$. Hence

$$(n-1)t\le(1+t)(n-1)\log(1+t)<(1+t)L,$$

and therefore

$$L\le nt<L+t(L+1).$$

Both ends tend to $L$ as $t\to0^+$, which proves the claim.

The change between successive iterates is the difference of two errors:

$$x_{n+1}-x_n=\left(1-\frac{N}{N+R}\right)(x_*-x_n)=\frac{R}{N+R}(x_*-x_n).$$

At $R/N=0.01$ the change is $1/101$ of the remaining error, so a small change can hide an error about a hundred times larger.

## The iteration and its step count in Lean

The distribution lives in a real normed space `E`: it may be a number or a vector of mode amplitudes, and finite dimension is not required.

```lean
import Mathlib

open Filter Topology

namespace NormalResistiveIteration

noncomputable section

variable {E : Type*} [NormedAddCommGroup E] [NormedSpace ℝ E]
```

The sweep is the update above, with `•` for multiplication by a real number. The same `N` and `R` act on every component. A real collision operator couples modes and has many relaxation rates; replacing it by these two numbers is the step from the physical equation to the model.

```lean
/-- One sweep of the iteration: normal scattering at rate `N` feeds the old distribution `x` back,
and the total rate `N + R`, assumed nonzero, divides the result. -/
def sweep (N R : ℝ) (b x : E) : E := (N + R)⁻¹ • (b + N • x)
```

The iterate $x_n$ is the sweep applied `n` times to zero.

```lean
/-- The distribution after `n` sweeps, starting from zero; the domain is `N + R ≠ 0`. -/
def iter (N R : ℝ) (b : E) (n : ℕ) : E := (sweep N R b)^[n] 0
```

The name `solution` is given to $b/R$ by definition; that it solves the steady-state equation is proved below.

```lean
/-- The distribution `b / R`, in which resistive scattering alone balances the driving term `b`;
the domain is `R ≠ 0`. -/
def solution (R : ℝ) (b : E) : E := R⁻¹ • b
```

The count $n(R)$ is written as an infimum of natural numbers. In Lean the infimum of an empty set is zero, so the count has its intended meaning only once the tolerance is known to be reachable.

```lean
/-- The least number of sweeps after which the error is at most `δ` times the size of the solution;
the domain is `R ≠ 0`, `N + R ≠ 0` and a tolerance that some number of sweeps meets. -/
def stepsNeeded (N δ : ℝ) (b : E) (R : ℝ) : ℕ :=
  sInf {n : ℕ | ‖solution R b - iter N R b n‖ ≤ δ * ‖solution R b‖}
```

## Fixed point and error

The first theorem says that $b/R$ is the one distribution that a sweep leaves unchanged. Its proof clears the two inverses and cancels $Nx$.

```lean
/-- For positive rates, a distribution is left unchanged by a sweep exactly when it is the
solution `b / R`. -/
theorem sweep_eq_self_iff {N R : ℝ} (hN : 0 < N) (hR : 0 < R) (b x : E) :
    sweep N R b x = x ↔ x = solution R b := by
  have h : N + R ≠ 0 := by positivity
  rw [sweep, solution, inv_smul_eq_iff₀ h, eq_inv_smul_iff₀ hR.ne', add_smul, add_comm b,
    add_right_inj]
  exact eq_comm
```

For the error factor, `match_scalars` compares the coefficients of `b` and `x` on the two sides, leaving identities between fractions.

```lean
/-- For positive rates, one sweep multiplies the error of any distribution by `N / (N + R)`. -/
theorem error_sweep {N R : ℝ} (hN : 0 < N) (hR : 0 < R) (b x : E) :
    solution R b - sweep N R b x = (N / (N + R)) • (solution R b - x) := by
  have h : N + R ≠ 0 := by positivity
  have hR' : R ≠ 0 := hR.ne'
  unfold solution sweep
  match_scalars
  all_goals field_simp
  all_goals ring
```

Induction on `n` turns the factor into a power.

```lean
/-- For positive rates, the error after `n` sweeps from zero is `(N / (N + R)) ^ n` times the
solution. -/
theorem error_iter {N R : ℝ} (hN : 0 < N) (hR : 0 < R) (b : E) (n : ℕ) :
    solution R b - iter N R b n = (N / (N + R)) ^ n • solution R b := by
  induction n with
  | zero => simp [iter]
  | succ n ih =>
    have hs : iter N R b (n + 1) = sweep N R b (iter N R b n) :=
      Function.iterate_succ_apply' _ _ _
    rw [hs, error_sweep hN hR, ih, smul_smul, pow_succ']
```

The relation between change and error follows from $R/(N+R)=1-N/(N+R)$.

```lean
/-- For positive rates, the change made by the next sweep is only the fraction `R / (N + R)` of
the error that remains. -/
theorem change_eq_fraction_of_error {N R : ℝ} (hN : 0 < N) (hR : 0 < R) (b : E) (n : ℕ) :
    iter N R b (n + 1) - iter N R b n
      = (R / (N + R)) • (solution R b - iter N R b n) := by
  have h : N + R ≠ 0 := by positivity
  have hs : iter N R b (n + 1) = sweep N R b (iter N R b n) :=
    Function.iterate_succ_apply' _ _ _
  have he := error_sweep hN hR b (iter N R b n)
  have hq : R / (N + R) = 1 - N / (N + R) := by
    field_simp
    ring
  rw [hs, hq, sub_smul, one_smul, ← he]
  abel
```

## Meeting the tolerance

In the next proof, `h1` cancels the norm of the solution, `h2` rewrites the factor as $(1+t)^{-1}$, and taking logarithms gives the criterion.

```lean
/-- For positive rates, a nonzero driving term and `δ > 0`, the relative error after `n` sweeps is
at most `δ` exactly when `n log (1 + R / N)` has reached `log (1 / δ)`. -/
theorem accurate_iff {N R δ : ℝ} (hN : 0 < N) (hR : 0 < R) (hδ : 0 < δ) {b : E} (hb : b ≠ 0)
    (n : ℕ) :
    ‖solution R b - iter N R b n‖ ≤ δ * ‖solution R b‖ ↔
      Real.log (1 / δ) ≤ n * Real.log (1 + R / N) := by
  have hq : 0 < N / (N + R) := by positivity
  have hx : 0 < ‖solution R b‖ :=
    norm_pos_iff.2 (smul_ne_zero (inv_ne_zero hR.ne') hb)
  -- the size of the solution cancels because the driving term is nonzero
  have h1 : ‖solution R b - iter N R b n‖ ≤ δ * ‖solution R b‖ ↔ (N / (N + R)) ^ n ≤ δ := by
    rw [error_iter hN hR, norm_smul, Real.norm_of_nonneg (pow_pos hq n).le]
    exact ⟨fun h => le_of_mul_le_mul_right h hx, fun h => mul_le_mul_of_nonneg_right h hx.le⟩
  have h2 : N / (N + R) = (1 + R / N)⁻¹ := by
    have : 1 + R / N = (N + R) / N := by field_simp
    rw [this, inv_div]
  rw [h1, ← Real.log_le_log_iff (pow_pos hq n) hδ, Real.log_pow, h2, Real.log_inv, one_div,
    Real.log_inv]
  constructor <;> intro h <;> linarith
```

A large enough natural number meets this criterion, so the set is nonempty and its infimum is an attained minimum.

```lean
/-- For positive rates, a nonzero driving term and `δ > 0`, the tolerance is eventually met, and
`stepsNeeded` is the first step at which this happens. -/
theorem stepsNeeded_isLeast {N R δ : ℝ} (hN : 0 < N) (hR : 0 < R) (hδ : 0 < δ) {b : E}
    (hb : b ≠ 0) :
    IsLeast {n : ℕ | ‖solution R b - iter N R b n‖ ≤ δ * ‖solution R b‖}
      (stepsNeeded N δ b R) := by
  have ht : 0 < R / N := by positivity
  have hlog : 0 < Real.log (1 + R / N) := Real.log_pos (by linarith)
  obtain ⟨n, hn⟩ := exists_nat_ge (Real.log (1 / δ) / Real.log (1 + R / N))
  have hmem := (accurate_iff hN hR hδ hb n).2 ((div_le_iff₀ hlog).1 hn)
  exact ⟨Nat.sInf_mem ⟨n, hmem⟩, fun m hm => Nat.sInf_le hm⟩
```

## Bounds at finite $R$ and the limit

The two-sided bound holds at every positive $R$. In its proof `m` is $n-1$, `hmiss` states that step `m` fails, and `hkey` is $t\le(1+t)\log(1+t)$.

```lean
/-- For positive rates, a nonzero driving term and `0 < δ < 1`, the scaled step count `R n / N`
is at least `log (1 / δ)` and exceeds it by less than `(R / N) (log (1 / δ) + 1)`. -/
theorem stepsNeeded_bounds {N R δ : ℝ} (hN : 0 < N) (hR : 0 < R) (hδ : 0 < δ) (hδ1 : δ < 1)
    {b : E} (hb : b ≠ 0) :
    Real.log (1 / δ) ≤ R * stepsNeeded N δ b R / N ∧
      R * stepsNeeded N δ b R / N
        < Real.log (1 / δ) + R / N * (Real.log (1 / δ) + 1) := by
  obtain ⟨hmem, hleast⟩ := stepsNeeded_isLeast hN hR hδ hb
  have hn := (accurate_iff hN hR hδ hb _).1 hmem
  have hL : 0 < Real.log (1 / δ) := Real.log_pos ((one_lt_div hδ).2 hδ1)
  have hform : R * (stepsNeeded N δ b R : ℝ) / N = R / N * stepsNeeded N δ b R := by ring
  rw [hform]
  have ht : 0 < R / N := by positivity
  have h1 : 0 < 1 + R / N := by linarith
  constructor
  · -- lower bound from log (1 + t) ≤ t
    have hlog := Real.log_le_sub_one_of_pos h1
    have hmul := mul_le_mul_of_nonneg_left hlog (Nat.cast_nonneg (α := ℝ) (stepsNeeded N δ b R))
    linarith
  · -- the step before the last one still misses the tolerance
    obtain ⟨m, hm⟩ : ∃ m, stepsNeeded N δ b R = m + 1 := by
      apply Nat.exists_eq_succ_of_ne_zero
      intro h0
      rw [h0, Nat.cast_zero, zero_mul] at hn
      linarith
    have hmiss : (m : ℝ) * Real.log (1 + R / N) < Real.log (1 / δ) := by
      by_contra hcon
      have := hleast ((accurate_iff hN hR hδ hb m).2 (not_lt.1 hcon))
      omega
    -- upper bound from t ≤ (1 + t) log (1 + t)
    have hinv := Real.log_le_sub_one_of_pos (inv_pos.2 h1)
    rw [Real.log_inv] at hinv
    have hkey : R / N ≤ (1 + R / N) * Real.log (1 + R / N) := by
      have h2 := mul_le_mul_of_nonneg_left hinv h1.le
      rw [mul_sub, mul_inv_cancel₀ h1.ne'] at h2
      linarith
    have h3 := mul_le_mul_of_nonneg_left hkey (Nat.cast_nonneg (α := ℝ) m)
    have h4 := mul_lt_mul_of_pos_left hmiss h1
    rw [hm, Nat.cast_add, Nat.cast_one]
    linarith
```

In the final statement `𝓝[>] 0` means that $R$ approaches zero through positive values, while `N`, `δ` and `b` stay fixed. The upper bound is continuous in $R$ with value $L$ at zero, and squeezing finishes the proof.

```lean
/-- For a fixed normal rate `N > 0`, a nonzero driving term and a relative tolerance
`0 < δ < 1`, the least number of sweeps `n(R)` satisfies `R n(R) / N → log (1 / δ)` as the
resistive rate `R` tends to zero from above. -/
theorem tendsto_scaled_stepsNeeded {N δ : ℝ} (hN : 0 < N) (hδ : 0 < δ) (hδ1 : δ < 1)
    {b : E} (hb : b ≠ 0) :
    Tendsto (fun R : ℝ => R * stepsNeeded N δ b R / N) (𝓝[>] 0) (𝓝 (Real.log (1 / δ))) := by
  have hup : Tendsto (fun R : ℝ => Real.log (1 / δ) + R / N * (Real.log (1 / δ) + 1))
      (𝓝[>] 0) (𝓝 (Real.log (1 / δ))) := by
    have hc : Continuous (fun R : ℝ => Real.log (1 / δ) + R / N * (Real.log (1 / δ) + 1)) := by
      fun_prop
    have h0 := (hc.tendsto 0).mono_left (nhdsWithin_le_nhds (s := Set.Ioi (0 : ℝ)))
    simpa using h0
  -- squeeze between the two bounds valid at every positive resistive rate
  refine tendsto_of_tendsto_of_tendsto_of_le_of_le' tendsto_const_nhds hup ?_ ?_
  · filter_upwards [self_mem_nhdsWithin] with R hR
    exact (stepsNeeded_bounds hN hR hδ hδ1 hb).1
  · filter_upwards [self_mem_nhdsWithin] with R hR
    exact (stepsNeeded_bounds hN hR hδ hδ1 hb).2.le

end

end NormalResistiveIteration
```

```lean
#print axioms NormalResistiveIteration.sweep_eq_self_iff
-- 'NormalResistiveIteration.sweep_eq_self_iff' depends on axioms: [propext, Classical.choice, Quot.sound]
#print axioms NormalResistiveIteration.error_sweep
-- 'NormalResistiveIteration.error_sweep' depends on axioms: [propext, Classical.choice, Quot.sound]
#print axioms NormalResistiveIteration.change_eq_fraction_of_error
-- 'NormalResistiveIteration.change_eq_fraction_of_error' depends on axioms: [propext, Classical.choice, Quot.sound]
#print axioms NormalResistiveIteration.tendsto_scaled_stepsNeeded
-- 'NormalResistiveIteration.tendsto_scaled_stepsNeeded' depends on axioms: [propext, Classical.choice, Quot.sound]
```
